# A separable nonlocal potential puts at most as many levels below the local spectrum as its coupling matrix has negative eigenvalues

The nonlocal term of a separable pseudopotential acts on the electron through a few projectors. Solving for the atom sometimes turns up a spurious level, often well below those expected: a ghost state, an artefact of the separable form. Suppose the Hamiltonian without that term has no spectrum below an energy l0. How many levels can the projectors then push below l0?

In a finite orthonormal basis, and for a Hermitian coupling matrix, there are at most as many as that matrix has negative eigenvalues, however large these are. The actual number can be smaller, and it may depend on the strength of the couplings. Let n be the finite set of basis functions and m the finite set of projectors, with |n| and |m| their sizes. A third finite set k will label whatever amplitudes or columns a lemma needs.

In Lean 4 with Mathlib:

```lean
import Mathlib

open Matrix

namespace GhostStateCount

noncomputable section

variable {n m k : Type*} [Fintype n] [Fintype m] [Fintype k]
```

## States, energies and the Hamiltonian

A state is a vector x of complex coefficients xᵢ, not necessarily normalised. For a matrix A, the real part of the expectation value is

E(A, x) = Re ⟨x, A x⟩.

For Hermitian A the expectation value is real already, and taking the real part changes nothing.

```lean
/-- The real part of the expectation value `⟨x, A x⟩`, for a state `x` that need not be
normalised. -/
def energy (A : Matrix n n ℂ) (x : n → ℂ) : ℝ := (star x ⬝ᵥ (A *ᵥ x)).re
```

The squared norm is

w(x) = ∑ᵢ |xᵢ|².

For x ≠ 0 the mean energy of the normalised state is E(A, x) / w(x), so "mean energy below l0" reads E(A, x) < l0 w(x).

```lean
/-- The squared norm of a state. -/
def weight (x : n → ℂ) : ℝ := ∑ i, ‖x i‖ ^ 2
```

The Hamiltonian is

H = H0 + P D Pᴴ.

Here H0 holds the kinetic energy and the local potential, the columns of P are the projectors, and D contains their couplings. The norm is the ordinary one, so the model describes a norm-conserving separable pseudopotential; the generalised eigenvalue problem of ultrasoft and PAW methods, with its overlap operator, is not covered.

```lean
/-- The Hamiltonian with local part `H0` and separable nonlocal part `P D Pᴴ`; the columns of
`P` are the projectors and `D` is the matrix of couplings. -/
def hamiltonian (H0 : Matrix n n ℂ) (P : Matrix n m ℂ) (D : Matrix m m ℂ) : Matrix n n ℂ :=
  H0 + P * D * Pᴴ
```

## Changing coordinates

If a state is written as x = B c, the matrix B can be moved to the other side of the inner product:

⟨B c, A B c⟩ = ⟨c, Bᴴ A B c⟩.

Several of the later proofs use this identity with a suitable B.

```lean
/-- The energy of the state `B c` is the energy of the coefficients `c` in the compressed
operator `Bᴴ A B`. -/
theorem energy_mulVec (A : Matrix n n ℂ) (B : Matrix n k ℂ) (c : k → ℂ) :
    energy A (B *ᵥ c) = energy (Bᴴ * A * B) c := by
  unfold energy
  rw [Matrix.star_mulVec, ← Matrix.dotProduct_mulVec]
  simp only [Matrix.mulVec_mulVec, Matrix.mul_assoc]
```

For a diagonal matrix with real entries dᵢ the energy is a weighted sum of populations:

Re ∑ᵢ x̄ᵢ dᵢ xᵢ = ∑ᵢ dᵢ |xᵢ|².

The proof compares the two sums term by term, in real and imaginary parts.

```lean
/-- For a real diagonal operator the energy is the sum of the diagonal entries weighted by the
squared amplitudes. -/
theorem energy_diagonal [DecidableEq n] (d : n → ℝ) (x : n → ℂ) :
    energy (diagonal fun i => (d i : ℂ)) x = ∑ i, d i * ‖x i‖ ^ 2 := by
  simp only [energy, dotProduct, Matrix.mulVec_diagonal, Pi.star_apply, Complex.re_sum]
  refine Finset.sum_congr rfl fun i _ => ?_
  rw [Complex.sq_norm, Complex.normSq_apply]
  simp only [Complex.star_def, Complex.mul_re, Complex.mul_im, Complex.conj_re,
    Complex.conj_im, Complex.ofReal_re, Complex.ofReal_im]
  ring
```

Let V have orthonormal columns, VᴴV = 1. Then

w(V c) = ⟨c, VᴴV c⟩ = w(c).

Moreover V a = V b gives a = VᴴV a = VᴴV b = b, so V is injective and its range has dimension |k|, the number of columns. The code obtains the first part by treating the squared norm as the energy of the identity matrix.

```lean
/-- A matrix with orthonormal columns preserves the norm, and its range has as many dimensions
as it has columns. -/
theorem orthonormal_columns [DecidableEq n] [DecidableEq k] {V : Matrix n k ℂ}
    (hV : Vᴴ * V = 1) :
    (∀ c, weight (V *ᵥ c) = weight c) ∧
      Module.finrank ℂ (LinearMap.range V.mulVecLin) = Fintype.card k := by
  constructor
  · intro c
    have hn : energy (1 : Matrix n n ℂ) (V *ᵥ c) = weight (V *ᵥ c) := by
      simpa [weight] using energy_diagonal (fun _ => (1 : ℝ)) (V *ᵥ c)
    have hk : energy (1 : Matrix k k ℂ) c = weight c := by
      simpa [weight] using energy_diagonal (fun _ => (1 : ℝ)) c
    rw [← hn, ← hk, energy_mulVec, Matrix.mul_one, hV]
  · have hinj : Function.Injective V.mulVecLin := by
      intro a b h
      have h' : V *ᵥ a = V *ᵥ b := h
      have h2 := congrArg (fun y => Vᴴ *ᵥ y) h'
      simpa only [Matrix.mulVec_mulVec, hV, Matrix.one_mulVec] using h2
    rw [LinearMap.finrank_range_of_inj hinj, Module.finrank_fintype_fun_eq_card]
```

A Hermitian D has real eigenvalues λᵢ, listed with multiplicity as `hD.eigenvalues i`, and a unitary matrix U of eigenvectors. With Λ = diag(λᵢ),

D = U Λ Uᴴ,

Uᴴ D U = (UᴴU) Λ (UᴴU) = Λ.

The columns of U are combinations of projector channels that D does not mix. Those with λᵢ < 0 will be called attractive.

```lean
/-- A Hermitian matrix is brought to the diagonal form of its eigenvalues by a matrix with
orthonormal columns. -/
theorem exists_eigenchannels [DecidableEq m] {D : Matrix m m ℂ} (hD : D.IsHermitian) :
    ∃ U : Matrix m m ℂ, Uᴴ * U = 1 ∧
      D = U * diagonal (fun i => (hD.eigenvalues i : ℂ)) * Uᴴ ∧
      Uᴴ * D * U = diagonal (fun i => (hD.eigenvalues i : ℂ)) := by
  obtain ⟨U, hU, hdec⟩ : ∃ U : Matrix m m ℂ, Uᴴ * U = 1 ∧
      D = U * diagonal (fun i => (hD.eigenvalues i : ℂ)) * Uᴴ := by
    refine ⟨(hD.eigenvectorUnitary : Matrix m m ℂ),
      Matrix.mem_unitaryGroup_iff'.mp hD.eigenvectorUnitary.2, ?_⟩
    have h := hD.spectral_theorem
    rw [Unitary.conjStarAlgAut_apply] at h
    exact h
  refine ⟨U, hU, hdec, ?_⟩
  calc Uᴴ * D * U
      = Uᴴ * (U * diagonal (fun i => (hD.eigenvalues i : ℂ)) * Uᴴ) * U := by rw [← hdec]
    _ = (Uᴴ * U) * diagonal (fun i => (hD.eigenvalues i : ℂ)) * (Uᴴ * U) := by
        simp only [Matrix.mul_assoc]
    _ = _ := by rw [hU, Matrix.one_mul, Matrix.mul_one]
```

## Counting dimensions by amplitudes

Take a subspace W and a matrix L that assigns |k| amplitudes L x to each state. If L x = 0 forces x = 0 within W, then L restricted to W is injective, and

dim W ≤ |k|.

The whole argument rests on this: to bound a dimension, find a few amplitudes that cannot all vanish on a nonzero state of W.

```lean
/-- If the only state of a subspace with all amplitudes `L x` equal to zero is the zero state,
the dimension of the subspace is at most the number of amplitudes. -/
theorem finrank_le_amplitudes (W : Submodule ℂ (n → ℂ)) (L : Matrix k n ℂ)
    (h : ∀ x ∈ W, L *ᵥ x = 0 → x = 0) : Module.finrank ℂ W ≤ Fintype.card k := by
  have hinj : Function.Injective (L.mulVecLin.comp W.subtype) := by
    rw [← LinearMap.ker_eq_bot, LinearMap.ker_eq_bot']
    intro x hx
    exact Subtype.ext (h x x.2 hx)
  simpa using LinearMap.finrank_le_finrank_of_injective hinj
```

## States the projectors do not see

The energy splits into a local part and the energy of the projections Pᴴx in the coupling matrix:

E(H, x) = E(H0, x) + Re ⟨Pᴴx, D Pᴴx⟩ = E(H0, x) + E(D, Pᴴx).

```lean
/-- The energy is the local energy plus the energy of the projections `Pᴴ x` in the coupling
matrix. -/
theorem energy_hamiltonian (H0 : Matrix n n ℂ) (P : Matrix n m ℂ) (D : Matrix m m ℂ)
    (x : n → ℂ) :
    energy (hamiltonian H0 P D) x = energy H0 x + energy D (Pᴴ *ᵥ x) := by
  rw [energy_mulVec, Matrix.conjTranspose_conjTranspose]
  simp only [energy, hamiltonian, Matrix.add_mulVec, dotProduct_add, Complex.add_re]
```

Now assume that H0 is bounded below by l0,

l0 w(x) ≤ E(H0, x) for all x,

which is the hypothesis `hloc`. For Hermitian H0 it says that H0 − l0 is positive semidefinite, and l0 may be taken as the lowest eigenvalue of H0. Let W be a subspace in which every nonzero state has mean energy below l0. If a nonzero x in W had Pᴴx = 0, it would have only local energy:

E(H, x) = E(H0, x) ≥ l0 w(x).

This contradicts the assumption on W. The |m| amplitudes Pᴴx therefore vanish together only at x = 0, and dim W ≤ |m|. Nothing here requires D to be Hermitian.

```lean
/-- If the local part is bounded below by `l0`, a subspace whose nonzero states all have mean
energy below `l0` has dimension at most the number of projectors. -/
theorem ghost_dim_le_projectors {H0 : Matrix n n ℂ} {P : Matrix n m ℂ} {D : Matrix m m ℂ}
    {l0 : ℝ} (hloc : ∀ x, l0 * weight x ≤ energy H0 x) (W : Submodule ℂ (n → ℂ))
    (hW : ∀ x ∈ W, x ≠ 0 → energy (hamiltonian H0 P D) x < l0 * weight x) :
    Module.finrank ℂ W ≤ Fintype.card m := by
  refine finrank_le_amplitudes W Pᴴ fun x hx h0 => by_contra fun hne => ?_
  -- a state invisible to the projectors has only local energy
  have h1 := hW x hx hne
  have h2 : energy D 0 = 0 := by simp [energy]
  rw [energy_hamiltonian, h0, h2] at h1
  linarith [hloc x]
```

The bound on H0 is needed. Take two basis functions, one projector P = (1, 0)ᵀ, D = 0, l0 = 0 and H0 = −1 times the identity. Every normalised state has energy −1, so W can be the whole two-dimensional space, although there is only one projector.

## Only attractive channels count

For Hermitian D the bound can be sharpened. Let a = Uᴴ Pᴴ x be the amplitudes of x in the eigenchannels of D. Then

E(D, Pᴴx) = ∑ᵢ λᵢ |aᵢ|².

If aᵢ = 0 in every attractive channel, the remaining terms have λᵢ ≥ 0 and the nonlocal energy is nonnegative. Hence E(H, x) ≥ E(H0, x) ≥ l0 w(x), which again excludes a nonzero x in W. It is enough to watch the attractive amplitudes, so

dim W ≤ number of i with λᵢ < 0.

In the code, `submatrix` keeps just those rows of UᴴPᴴ, and the case distinction on `hi` separates the vanishing terms from the nonnegative ones.

```lean
/-- If the local part is bounded below by `l0` and the coupling matrix is Hermitian, a subspace
whose nonzero states all have mean energy below `l0` has dimension at most the number of negative
eigenvalues of the coupling matrix. -/
theorem ghost_dim_le_attractive [DecidableEq m] {H0 : Matrix n n ℂ} {P : Matrix n m ℂ}
    {D : Matrix m m ℂ} {l0 : ℝ} (hloc : ∀ x, l0 * weight x ≤ energy H0 x)
    (hD : D.IsHermitian) (W : Submodule ℂ (n → ℂ))
    (hW : ∀ x ∈ W, x ≠ 0 → energy (hamiltonian H0 P D) x < l0 * weight x) :
    Module.finrank ℂ W ≤ Fintype.card {i // hD.eigenvalues i < 0} := by
  obtain ⟨U, -, hdec, -⟩ := exists_eigenchannels hD
  have hq : ∀ q, energy D q = ∑ i, hD.eigenvalues i * ‖(Uᴴ *ᵥ q) i‖ ^ 2 := by
    intro q
    rw [← energy_diagonal, energy_mulVec, Matrix.conjTranspose_conjTranspose, ← hdec]
  refine finrank_le_amplitudes W
    ((Uᴴ * Pᴴ).submatrix (Subtype.val : {i // hD.eigenvalues i < 0} → m) id)
    fun x hx h0 => by_contra fun hne => ?_
  -- without amplitude in the attractive channels the nonlocal energy is nonnegative
  have hpos : 0 ≤ energy D (Pᴴ *ᵥ x) := by
    rw [hq]
    refine Finset.sum_nonneg fun i _ => ?_
    by_cases hi : hD.eigenvalues i < 0
    · have hz : (Uᴴ *ᵥ (Pᴴ *ᵥ x)) i = 0 := by
        rw [Matrix.mulVec_mulVec]
        exact congrFun h0 ⟨i, hi⟩
      simp [hz]
    · exact mul_nonneg (not_lt.mp hi) (sq_nonneg _)
  have h1 := hW x hx hne
  rw [energy_hamiltonian] at h1
  linarith [hloc x]
```

## From subspaces to energy levels

Let H be Hermitian as well, with eigenvalues εⱼ listed with multiplicity, and collect the orthonormal eigenvectors with εⱼ < l0 as the columns of V. For x = V c with c ≠ 0,

E(H, x) = ∑ⱼ εⱼ |cⱼ|² < l0 ∑ⱼ |cⱼ|² = l0 w(x),

where j runs over the selected levels. The inequality is strict because some cⱼ is nonzero. The range of V is thus a subspace of the kind just treated, and its dimension is the number of levels below l0. Therefore

number of j with εⱼ < l0 ≤ number of i with λᵢ < 0.

For someone testing a separable pseudopotential in a finite orthonormal basis, this limits how many levels can appear below the local spectrum. It does not say which of them are ghosts: a level below l0 may be a genuine bound state, and a ghost may also lie above l0.

```lean
/-- If the local part is bounded below by `l0`, and the coupling matrix and the Hamiltonian are
Hermitian, the number of eigenvalues of the Hamiltonian below `l0`, counted with multiplicity, is at
most the number of negative eigenvalues of the coupling matrix. -/
theorem ghost_levels_le_attractive [DecidableEq n] [DecidableEq m] {H0 : Matrix n n ℂ}
    {P : Matrix n m ℂ} {D : Matrix m m ℂ} {l0 : ℝ}
    (hloc : ∀ x, l0 * weight x ≤ energy H0 x) (hD : D.IsHermitian)
    (hH : (hamiltonian H0 P D).IsHermitian) :
    Fintype.card {j // hH.eigenvalues j < l0} ≤ Fintype.card {i // hD.eigenvalues i < 0} := by
  -- collect the eigenvectors below `l0` as the columns of `V`
  obtain ⟨V, hV, hE⟩ : ∃ V : Matrix n {j // hH.eigenvalues j < l0} ℂ, Vᴴ * V = 1 ∧
      Vᴴ * hamiltonian H0 P D * V = diagonal (fun j => (hH.eigenvalues j.1 : ℂ)) := by
    obtain ⟨U, hU, -, hUH⟩ := exists_eigenchannels hH
    refine ⟨U.submatrix id Subtype.val, ?_, ?_⟩
    · ext i j
      change (Uᴴ * U) i.1 j.1 = _
      rw [hU]
      simp [Matrix.one_apply, Subtype.ext_iff]
    · ext i j
      change (Uᴴ * hamiltonian H0 P D * U) i.1 j.1 = _
      rw [hUH]
      simp [Matrix.diagonal_apply, Subtype.ext_iff]
  have hiso := orthonormal_columns hV
  rw [← hiso.2]
  refine ghost_dim_le_attractive (P := P) hloc hD _ ?_
  rintro _ ⟨c, rfl⟩ hne
  have hc : c ≠ 0 := by
    rintro rfl
    exact hne (map_zero _)
  obtain ⟨j, hj⟩ := Function.ne_iff.mp hc
  change energy _ (V *ᵥ c) < l0 * weight (V *ᵥ c)
  rw [hiso.1 c, energy_mulVec, hE, energy_diagonal, weight, Finset.mul_sum]
  exact Finset.sum_lt_sum
    (fun i _ => mul_le_mul_of_nonneg_right i.2.le (sq_nonneg _))
    ⟨j, Finset.mem_univ j, mul_lt_mul_of_pos_right j.2 (pow_pos (norm_pos_iff.mpr hj) 2)⟩
```

A two-state example shows the difference between the two bounds. In arbitrary energy units, let H0 = diag(0, 3), l0 = 0 and P = 1, and let D have zero diagonal and off-diagonal elements 2. The eigenvalues of D are 2 and −2, so one channel is attractive although no diagonal coupling is negative. The Hamiltonian has rows (0, 2) and (2, 3), and its eigenvalues follow from

ε² − 3ε − 4 = 0, so ε = 4 or ε = −1.

One level lies below l0, as many as there are negative eigenvalues of D, while counting projectors would allow two. The normalised low state is (2, −1)/√5, with local energy 3/5 and nonlocal energy −8/5, which add up to −1.

## A case in which every projector counts

The bound |m| cannot be lowered in general. Take a constant local part H0 = l0 · 1, orthonormal projectors with PᴴP = 1, and D = diag(dᵢ) with all dᵢ < 0. The states x = P y form a space of dimension |m|. Since Pᴴx = y, every nonzero one satisfies

E(H, x) = l0 w(x) + ∑ᵢ dᵢ |yᵢ|² < l0 w(x).

A constant H0 is no realistic atom, but it shows that each projector can contribute one dimension below l0, however weak its attraction.

```lean
/-- For a constant local part `l0`, orthonormal projectors and a diagonal coupling matrix with
negative entries on the diagonal, the span of the projectors has as many dimensions as there are
projectors, and all its nonzero states have mean energy below `l0`. -/
theorem ghost_bound_attained [DecidableEq n] [DecidableEq m] {P : Matrix n m ℂ}
    (hP : Pᴴ * P = 1) (l0 : ℝ) {d : m → ℝ} (hd : ∀ i, d i < 0) :
    Module.finrank ℂ (LinearMap.range P.mulVecLin) = Fintype.card m ∧
      ∀ x ∈ LinearMap.range P.mulVecLin, x ≠ 0 →
        energy (hamiltonian (diagonal fun _ => (l0 : ℂ)) P (diagonal fun i => (d i : ℂ))) x
          < l0 * weight x := by
  refine ⟨(orthonormal_columns hP).2, ?_⟩
  rintro _ ⟨y, rfl⟩ hne
  have hy0 : y ≠ 0 := by
    rintro rfl
    exact hne (map_zero _)
  obtain ⟨j, hj⟩ := Function.ne_iff.mp hy0
  -- no channel raises the energy, and at least one is occupied and lowers it
  have hneg : ∑ i, d i * ‖y i‖ ^ 2 < ∑ _i : m, (0 : ℝ) :=
    Finset.sum_lt_sum
      (fun i _ => by nlinarith [mul_nonneg (neg_nonneg.mpr (hd i).le) (sq_nonneg ‖y i‖)])
      ⟨j, Finset.mem_univ j,
        mul_neg_of_neg_of_pos (hd j) (pow_pos (norm_pos_iff.mpr hj) 2)⟩
  rw [Finset.sum_const_zero] at hneg
  have hy : Pᴴ *ᵥ (P *ᵥ y) = y := by
    rw [Matrix.mulVec_mulVec, hP, Matrix.one_mulVec]
  have h0 := energy_diagonal (fun _ : n => l0) (P *ᵥ y)
  rw [← Finset.mul_sum] at h0
  change energy _ (P *ᵥ y) < l0 * weight (P *ᵥ y)
  rw [energy_hamiltonian, hy, h0, energy_diagonal]
  unfold weight
  linarith

end

end GhostStateCount
```

```lean
#print axioms GhostStateCount.ghost_dim_le_projectors
#print axioms GhostStateCount.ghost_levels_le_attractive
#print axioms GhostStateCount.ghost_bound_attained
```

```
'GhostStateCount.ghost_dim_le_projectors' depends on axioms: [propext, Classical.choice, Quot.sound]
'GhostStateCount.ghost_levels_le_attractive' depends on axioms: [propext, Classical.choice, Quot.sound]
'GhostStateCount.ghost_bound_attained' depends on axioms: [propext, Classical.choice, Quot.sound]
```
